# The periodic sinc function: closed form, nodal slopes and orthogonality on the grid

On a grid with an odd number of points per period, the periodic sinc (psinc) function can be written as a finite sum of plane waves or as a quotient of sines. Here the sum is taken as the definition. The quotient is $0/0$ at every multiple of the period, where Lean's division returns $0$ while the sum equals $1$, so the quotient enters only as a theorem with a nonzero denominator assumed.

## Claim and derivation

Fix a cell length $L>0$, an integer $m\ge 0$ and $N=2m+1$. For integers $k,j$ and real $x$ let
$$e_k(x)=e^{2\pi i kx/L},\qquad D(x)=\frac1N\sum_{k=-m}^{m}e_k(x),\qquad x_j=\frac{jL}{N}.$$
The claims are the closed form of $D$, its value and slope at $x_j$ for $0<j<N$, and $\int D(x-x_i)D(x-x_j)\,dx=(L/N)\delta_{ij}$ over one period for grid indices $0\le i,j<N$.

Put $\theta=\pi x/L$, so $e_k(x)=e^{2ik\theta}$. The identity $\sin\theta\sum_{k=-m}^{m}e^{2ik\theta}=\sin N\theta$ holds for $m=0$. Going from $m$ to $m+1$ adds $2\cos(2(m+1)\theta)$ to the sum, and
$$2\sin\theta\cos(2(m+1)\theta)=\sin((2m+3)\theta)-\sin((2m+1)\theta)$$
completes the induction. Where $\sin\theta\ne0$,
$$D(x)=\frac{\sin(N\pi x/L)}{N\sin(\pi x/L)}.$$

At $x_j$, $\theta=\pi j/N$. If $N$ divides $j$, every $e_k(x_j)$ is $1$ and $D(x_j)=1$. Otherwise $\sin(\pi j/N)\neq0$ and the numerator $\sin\pi j$ vanishes, so $D(x_j)=0$. With $u=\sin N\theta$ and $v=N\sin\theta$, the quotient rule at such a node reduces to $u'/v$, since $u=0$ there, and $u'=(N\pi/L)\cos\pi j$:
$$D'(x_j)=\frac{\pi}{L}\,\frac{(-1)^j}{\sin(\pi j/N)}.$$

For any real $a$, $\int_a^{a+L}e_k\,dx=L\delta_{k0}$. For real centres $y,z$,
$$D(x-y)D(x-z)=\frac1{N^2}\sum_{k,l}e_k(-y)\,e_l(-z)\,e_{k+l}(x).$$
Integration keeps only $l=-k$, which lies in the same range, and $e_k(-y)e_{-k}(-z)=e_k(z-y)$. Hence
$$\int_a^{a+L}D(x-y)D(x-z)\,dx=\frac LN\,D(z-y).$$
With $y=x_i$, $z=x_j$ one has $z-y=x_{j-i}$, and $|j-i|<N$ makes $N\mid j-i$ equivalent to $i=j$. The overlap is $(L/N)\delta_{ij}$, and it becomes $\delta_{ij}$ for the rescaled functions $\sqrt{N/L}\,D(x-x_j)$.

For $m=1$, $D(x)=\tfrac13[1+2\cos(2\pi x/L)]$. At $x_1=L/3$ the cosine is $-\tfrac12$, so $D=0$. Direct differentiation gives $-\tfrac{4\pi}{3L}\sin\tfrac{2\pi}{3}=-\tfrac{2\pi}{\sqrt3L}$, equal to $-(\pi/L)/\sin(\pi/3)$. Also $\int D^2\,dx=\tfrac19(L+2L)=L/3$.

In electronic-structure calculations that expand orbitals in psincs centred on a uniform grid, these results make the expansion coefficients the grid values and the overlap matrix a multiple of the identity, here for one dimension and odd $N$. The derivative matrix with entries $D'(x_i-x_j)$ takes the grid values of such an expansion to the grid values of its first derivative. Its off-diagonal entries are given by the slope formula with index $i-j$, which is not a multiple of $N$ when $0\le i,j<N$ and $i\ne j$.

## Formal development

```lean
import Mathlib

open Complex Finset
open scoped Real

namespace PeriodicSinc

noncomputable section

/-- The plane wave `exp(2πi k x / L)` of a cell of length `L`. -/
def planeWave (L : ℝ) (k : ℤ) (x : ℝ) : ℂ := Complex.exp (2 * π * I * k * x / L)

/-- The periodic sinc function: the average of the `N = 2m+1` plane waves with `|k| ≤ m`. -/
def psinc (m : ℕ) (L x : ℝ) : ℂ :=
  1 / (2 * m + 1) * ∑ k ∈ Icc (-(m : ℤ)) m, planeWave L k x

/-- The grid point `x_j = j L / N` with `N = 2m+1`. -/
def gridPoint (m : ℕ) (L : ℝ) (j : ℤ) : ℝ := j * L / (2 * m + 1)
```

`planeWave L k x`, `psinc m L x` and `gridPoint m L j` are $e_k(x)$, $D(x)$ and $x_j$. The function $D$ is complex-valued in a real argument, $N$ always appears as `2 * m + 1`, so even grids are excluded, and the grid index is any integer, which admits the differences $j-i$.

```lean
/-- Dirichlet kernel identity: `sin θ · ∑_{k=-m..m} exp(2ikθ) = sin((2m+1)θ)`. -/
theorem dirichlet_sum (m : ℕ) (θ : ℂ) :
    Complex.sin θ * ∑ k ∈ Icc (-(m : ℤ)) m, Complex.exp (2 * I * k * θ)
      = Complex.sin ((2 * m + 1) * θ) := by
  induction m with
  | zero => simp
  | succ m ih =>
    have hI : Icc (-((m + 1 : ℕ) : ℤ)) ((m + 1 : ℕ) : ℤ)
        = insert ((m : ℤ) + 1) (insert (-((m : ℤ) + 1)) (Icc (-(m : ℤ)) m)) := by
      ext k; simp only [mem_Icc, mem_insert]; omega
    have n1 : (m : ℤ) + 1 ∉ insert (-((m : ℤ) + 1)) (Icc (-(m : ℤ)) m) := by
      simp only [mem_Icc, mem_insert]; omega
    have n2 : -((m : ℤ) + 1) ∉ Icc (-(m : ℤ)) m := by
      simp only [mem_Icc]; omega
    -- the two new terms add up to 2 cos(2(m+1)θ)
    have h1 : Complex.exp (2 * I * (((m : ℤ) + 1 : ℤ) : ℂ) * θ)
        = Complex.exp ((2 * (m + 1) * θ) * I) := by congr 1; push_cast; ring
    have h2 : Complex.exp (2 * I * ((-((m : ℤ) + 1) : ℤ) : ℂ) * θ)
        = Complex.exp (-(2 * (m + 1) * θ) * I) := by congr 1; push_cast; ring
    have h3 := Complex.two_cos (2 * (m + 1) * θ)
    have h4 : Complex.sin ((2 * ((m + 1 : ℕ) : ℂ) + 1) * θ)
        = Complex.sin (2 * (m + 1) * θ + θ) := by congr 1; push_cast; ring
    have h5 : Complex.sin ((2 * (m : ℂ) + 1) * θ)
        = Complex.sin (2 * (m + 1) * θ - θ) := by congr 1; ring
    rw [hI, sum_insert n1, sum_insert n2, h1, h2, h4, Complex.sin_add]
    rw [h5, Complex.sin_sub] at ih
    linear_combination ih - Complex.sin θ * h3
```

The identity is proved for complex $\theta$. `hI` splits off the terms $k=\pm(m+1)$, `h3` combines them into the cosine, `h4` and `h5` write the two sines with arguments $2(m+1)\theta\pm\theta$, and `linear_combination` performs the subtraction.

```lean
/-- Closed form `D(x) = sin(Nπx/L) / (N sin(πx/L))` wherever `sin(πx/L) ≠ 0`. -/
theorem psinc_closed_form (m : ℕ) (L x : ℝ) (hx : Real.sin (π * x / L) ≠ 0) :
    psinc m L x = ((Real.sin ((2 * m + 1) * (π * x / L))
      / ((2 * m + 1) * Real.sin (π * x / L)) : ℝ) : ℂ) := by
  have h := dirichlet_sum m (π * x / L : ℂ)
  have hs : ∑ k ∈ Icc (-(m : ℤ)) m, planeWave L k x
      = ∑ k ∈ Icc (-(m : ℤ)) m, Complex.exp (2 * I * k * (π * x / L)) :=
    sum_congr rfl fun k _ => by unfold planeWave; congr 1; ring
  have hc : Complex.sin (π * x / L) ≠ 0 := by exact_mod_cast hx
  have hN : (2 * m + 1 : ℂ) ≠ 0 := by exact_mod_cast (by omega : 2 * m + 1 ≠ 0)
  unfold psinc
  rw [hs]
  push_cast
  rw [eq_div_iff (mul_ne_zero hN hc), ← h, mul_mul_mul_comm, one_div_mul_cancel hN]
  ring
```

Under `hx`, the condition $\sin(\pi x/L)\ne0$, $D(x)$ equals the real quotient cast to $\mathbb C$. The proof sets $\theta=\pi x/L$ and clears the denominator.

```lean
/-- `sin(πj/N)` is nonzero when the integer `j` is not a multiple of `N = 2m+1`. -/
theorem sin_node_ne_zero (m : ℕ) (j : ℤ) (hj : ¬ (2 * m + 1 : ℤ) ∣ j) :
    Real.sin (π * j / (2 * m + 1)) ≠ 0 := by
  intro h
  obtain ⟨n, hn⟩ := Real.sin_eq_zero_iff.mp h
  have hN : (2 * m + 1 : ℝ) ≠ 0 := by positivity
  rw [eq_div_iff hN] at hn
  have hjn : (j : ℝ) = (2 * m + 1) * n := by
    apply mul_left_cancel₀ Real.pi_ne_zero
    linear_combination -hn
  exact hj ⟨n, by exact_mod_cast hjn⟩
```

If $\sin(\pi j/N)=0$, then $\pi j/N=n\pi$ for an integer $n$, so $j=Nn$.

```lean
/-- Cardinality on the grid: `D(x_j)` is one if `N` divides `j` and zero otherwise. -/
theorem psinc_gridPoint (m : ℕ) {L : ℝ} (hL : L ≠ 0) (j : ℤ) :
    psinc m L (gridPoint m L j) = if (2 * m + 1 : ℤ) ∣ j then 1 else 0 := by
  have hN : (2 * m + 1 : ℝ) ≠ 0 := by positivity
  have hNc : (2 * m + 1 : ℂ) ≠ 0 := by exact_mod_cast (by omega : 2 * m + 1 ≠ 0)
  have hLc : (L : ℂ) ≠ 0 := by exact_mod_cast hL
  split_ifs with hj
  · -- at a multiple of the period every plane wave equals one
    obtain ⟨n, rfl⟩ := hj
    have hcard : (Icc (-(m : ℤ)) m).card = 2 * m + 1 := by rw [Int.card_Icc]; omega
    have hw : ∀ k : ℤ, planeWave L k (gridPoint m L ((2 * m + 1) * n)) = 1 := by
      intro k
      refine Eq.trans ?_ (Complex.exp_int_mul_two_pi_mul_I (k * n))
      unfold planeWave gridPoint
      congr 1; push_cast; field_simp
    simp only [psinc, hw, sum_const, hcard, nsmul_eq_mul, mul_one]
    push_cast
    exact one_div_mul_cancel hNc
  · have harg : π * gridPoint m L j / L = π * j / (2 * m + 1) := by
      unfold gridPoint; field_simp
    have hnum : (2 * m + 1 : ℝ) * (π * j / (2 * m + 1)) = j * π := by field_simp
    have hs : Real.sin (π * gridPoint m L j / L) ≠ 0 := by
      rw [harg]; exact sin_node_ne_zero m j hj
    rw [psinc_closed_form m L _ hs, harg, hnum, Real.sin_int_mul_pi]
    simp
```

The two branches are the two cases above: `hw` shows each plane wave is $1$ and `hcard` counts $N$ of them; otherwise the closed form applies with numerator $\sin j\pi$. Only `L ≠ 0` is assumed.

```lean
/-- Slope at a grid point whose index is not a multiple of `N`:
`D'(x_j) = (π/L)(-1)^j / sin(πj/N)`. -/
theorem hasDerivAt_psinc_gridPoint (m : ℕ) {L : ℝ} (hL : L ≠ 0) (j : ℤ)
    (hj : ¬ (2 * m + 1 : ℤ) ∣ j) :
    HasDerivAt (psinc m L)
      ((π / L * (-1) ^ j / Real.sin (π * j / (2 * m + 1)) : ℝ) : ℂ) (gridPoint m L j) := by
  have hN : (2 * m + 1 : ℝ) ≠ 0 := by positivity
  have hs := sin_node_ne_zero m j hj
  have harg : π * gridPoint m L j / L = π * j / (2 * m + 1) := by
    unfold gridPoint; field_simp
  have hnum : (2 * m + 1 : ℝ) * (π * j / (2 * m + 1)) = j * π := by field_simp
  have hs0 : Real.sin (π * gridPoint m L j / L) ≠ 0 := by rw [harg]; exact hs
  have hcos : Real.cos (j * π) = (-1) ^ j := by simpa using Real.cos_add_int_mul_pi 0 j
  have h0 : HasDerivAt (fun x : ℝ => π * x / L) (π / L) (gridPoint m L j) :=
    (((hasDerivAt_id' _).const_mul π).div_const L).congr_deriv (by ring)
  have h1 := (h0.const_mul (2 * m + 1 : ℝ)).sin
  have h2 := h0.sin.const_mul (2 * m + 1 : ℝ)
  -- quotient rule; the numerator sin(jπ) vanishes at the node
  have h3 : HasDerivAt (fun x : ℝ => Real.sin ((2 * m + 1) * (π * x / L))
      / ((2 * m + 1) * Real.sin (π * x / L)))
      (π / L * (-1) ^ j / Real.sin (π * j / (2 * m + 1))) (gridPoint m L j) := by
    refine (h1.fun_div h2 (mul_ne_zero hN hs0)).congr_deriv ?_
    simp only [harg, hnum, Real.sin_int_mul_pi, hcos, zero_mul, sub_zero]
    generalize Real.sin (π * j / (2 * m + 1)) = s at hs ⊢
    field_simp
  -- the closed form holds in a neighbourhood of the node
  have hev : ∀ᶠ x in nhds (gridPoint m L j), Real.sin (π * x / L) ≠ 0 :=
    h0.sin.continuousAt.eventually_ne hs0
  exact h3.ofReal_comp.congr_of_eventuallyEq
    (hev.mono fun x hx => psinc_closed_form m L x hx)
```

`HasDerivAt` says that $D$ is differentiable at $x_j$ with the stated slope, for every integer $j$ not divisible by $N$. `h1` and `h2` are $u'$ and $v'$, and `h3` is the quotient rule. The last step is a reusable pattern for a formula valid only off a bad set: `eventually_ne` turns continuity and one nonzero value into the statement `hev` on a neighbourhood, and `congr_of_eventuallyEq` transfers the derivative from the quotient to `psinc`. The slope at multiples of $L$, the diagonal of the derivative matrix, is not treated.

```lean
/-- For `0 < j < N`: `D(x_j) = 0` and `D'(x_j) = (π/L)(-1)^j / sin(πj/N)`. -/
theorem psinc_interior_node (m : ℕ) {L : ℝ} (hL : 0 < L) (j : ℕ) (h0 : 0 < j)
    (hN : j < 2 * m + 1) :
    psinc m L (gridPoint m L j) = 0 ∧ HasDerivAt (psinc m L)
      ((π / L * (-1) ^ j / Real.sin (π * j / (2 * m + 1)) : ℝ) : ℂ) (gridPoint m L j) := by
  have hj : ¬ (2 * m + 1 : ℤ) ∣ (j : ℤ) := fun h => by
    have := Int.le_of_dvd (by omega) h
    omega
  refine ⟨by rw [psinc_gridPoint m hL.ne', if_neg hj], ?_⟩
  simpa only [zpow_natCast, Int.cast_natCast] using hasDerivAt_psinc_gridPoint m hL.ne' j hj
```

This is the nodal claim for $L>0$ and natural $j$ with $0<j<N$; such $j$ is not a multiple of $N$. For $m=0$, where $D=1$, no such $j$ exists.

```lean
/-- A plane wave integrates over one period to `L` if `k = 0` and to zero otherwise. -/
theorem integral_planeWave {L : ℝ} (hL : L ≠ 0) (a : ℝ) (k : ℤ) :
    ∫ x in a..a + L, planeWave L k x = if k = 0 then (L : ℂ) else 0 := by
  have hLc : (L : ℂ) ≠ 0 := by exact_mod_cast hL
  split_ifs with hk
  · simp [planeWave, hk]
  · have hfun : ∀ x : ℝ, planeWave L k x = Complex.exp (2 * π * I * k / L * x) :=
      fun x => by unfold planeWave; congr 1; ring
    have hc : (2 * π * I * k / L : ℂ) ≠ 0 :=
      div_ne_zero (mul_ne_zero Complex.two_pi_I_ne_zero (Int.cast_ne_zero.mpr hk)) hLc
    have hper : (2 * π * I * k / L : ℂ) * ((a + L : ℝ) : ℂ)
        = 2 * π * I * k / L * a + k * (2 * π * I) := by
      push_cast
      linear_combination (2 * π * I * k) * mul_inv_cancel₀ hLc
    simp_rw [hfun]
    rw [integral_exp_mul_complex hc, hper, Complex.exp_add, Complex.exp_int_mul_two_pi_mul_I]
    simp
```

For $k\ne0$ the antiderivative takes equal values at $a$ and $a+L$; `hper` shows the exponents differ by $2\pi ik$.

```lean
/-- Overlap of two psincs with arbitrary centres over one period:
`∫ D(x-y) D(x-z) dx = (L/N) D(z-y)`. -/
theorem psinc_overlap (m : ℕ) {L : ℝ} (hL : L ≠ 0) (a y z : ℝ) :
    ∫ x in a..a + L, psinc m L (x - y) * psinc m L (x - z)
      = L / (2 * m + 1) * psinc m L (z - y) := by
  have hcont : ∀ k : ℤ, Continuous (planeWave L k) := fun k => by
    show Continuous fun x : ℝ => Complex.exp (2 * π * I * k * x / L)
    fun_prop
  -- expand the product in plane waves
  have hexp : ∀ x : ℝ, psinc m L (x - y) * psinc m L (x - z)
      = ∑ p ∈ Icc (-(m : ℤ)) m ×ˢ Icc (-(m : ℤ)) m,
        (1 / (2 * m + 1) * (1 / (2 * m + 1)) * (planeWave L p.1 (-y) * planeWave L p.2 (-z)))
          * planeWave L (p.1 + p.2) x := by
    intro x
    have key : ∀ k l : ℤ, planeWave L k (x - y) * planeWave L l (x - z)
        = planeWave L k (-y) * planeWave L l (-z) * planeWave L (k + l) x := by
      intro k l
      simp only [planeWave, ← Complex.exp_add]
      congr 1; push_cast; ring
    unfold psinc
    rw [mul_mul_mul_comm, sum_mul_sum, sum_product]
    simp only [mul_sum, key]
    exact sum_congr rfl fun k _ => sum_congr rfl fun l _ => by ring
  simp_rw [hexp]
  rw [intervalIntegral.integral_finsetSum]
  · simp_rw [intervalIntegral.integral_const_mul, integral_planeWave hL]
    rw [sum_product]
    simp only [psinc, mul_sum]
    refine sum_congr rfl fun k hk => ?_
    -- only l = -k survives
    rw [sum_eq_single (-k)]
    · have hw : planeWave L k (-y) * planeWave L (-k) (-z) = planeWave L k (z - y) := by
        simp only [planeWave, ← Complex.exp_add]
        congr 1; push_cast; ring
      rw [if_pos (add_neg_cancel k), hw]
      ring
    · intro l _ hl
      have hkl : k + l ≠ 0 := by omega
      rw [if_neg hkl, mul_zero]
    · intro h
      exfalso
      apply h
      rw [mem_Icc] at hk ⊢
      omega
  · intro p _
    exact ((hcont _).intervalIntegrable _ _).const_mul _
```

`hexp` is the double expansion, with `p.1` and `p.2` for $k$ and $l$. The finite sum is moved outside the integral, and `sum_eq_single (-k)` retains $l=-k$. The centres are arbitrary reals.

```lean
/-- Orthogonality of grid-centred psincs: for `0 ≤ i, j < N` the integral of
`D(x-x_i) D(x-x_j)` over any period is `(L/N) δ_ij`. -/
theorem psinc_orthogonal (m : ℕ) {L : ℝ} (hL : 0 < L) (a : ℝ) (i j : ℕ)
    (hi : i < 2 * m + 1) (hj : j < 2 * m + 1) :
    ∫ x in a..a + L, psinc m L (x - gridPoint m L i) * psinc m L (x - gridPoint m L j)
      = L / (2 * m + 1) * if i = j then 1 else 0 := by
  have hsub : gridPoint m L j - gridPoint m L i = gridPoint m L ((j : ℤ) - i) := by
    unfold gridPoint; push_cast; ring
  rw [psinc_overlap m hL.ne', hsub, psinc_gridPoint m hL.ne']
  by_cases h : i = j
  · subst h; simp
  · have hnd : ¬ (2 * m + 1 : ℤ) ∣ (j : ℤ) - i := fun hd => by
      have := Int.eq_zero_of_abs_lt_dvd hd (abs_lt.mpr ⟨by omega, by omega⟩)
      omega
    rw [if_neg hnd, if_neg h]

end

end PeriodicSinc
```

In words: for $L>0$, any starting point $a$ and $0\le i,j<N$, the integral over $[a,a+L]$ is $(L/N)\delta_{ij}$. `hsub` is $x_j-x_i=x_{j-i}$, and `hnd` excludes divisibility for $i\ne j$. The integrand carries no complex conjugate; pairing $k$ with $-k$ would show $D$ real everywhere, making this the usual inner product. The same expansion would also give $\int_a^{a+L}D(x-y)f(x)\,dx=(L/N)f(y)$ for any combination $f$ of the $e_l$ with $|l|\le m$. Neither observation is among the theorems above.

```lean
#print axioms PeriodicSinc.psinc_closed_form
#print axioms PeriodicSinc.psinc_interior_node
#print axioms PeriodicSinc.psinc_orthogonal
```

```
'PeriodicSinc.psinc_closed_form' depends on axioms: [propext, Classical.choice, Quot.sound]
'PeriodicSinc.psinc_interior_node' depends on axioms: [propext, Classical.choice, Quot.sound]
'PeriodicSinc.psinc_orthogonal' depends on axioms: [propext, Classical.choice, Quot.sound]
```
